# Schwarz screening changes a Coulomb element by at most the threshold times the number of dropped terms

The repulsion integral between two charge densities can be modelled as an explicit integral over space or by its algebraic properties alone. Here it is the second: $(u,v)$ is any real bilinear form that is symmetric and satisfies $(u,u)\ge 0$. For the Coulomb kernel, the last condition says that the electrostatic self-energy of a charge distribution is never negative. The densities live in an arbitrary real vector space, which may be infinite-dimensional, and no Gaussian basis is specified.

Let $r_b$ be finitely many pair densities, such as products of two real basis functions, and let $D_b$ be real weights taken from the density matrix. Define

$$Q(u)=\sqrt{(u,u)},\qquad Q_b=Q(r_b),\qquad J_a=\sum_b D_b\,(r_a,r_b).$$

Let $S$ be a set of $|S|$ terms with $Q_aQ_b|D_b|\le\tau$ for every $b\in S$. Omitting them from $J_a$ changes it by at most $\tau|S|$. In a direct self-consistent-field program this bounds the screening error of one Coulomb element at a fixed density matrix, in exact arithmetic; it does not follow the error through the iterations.

## From positivity to the error bound

For every real $t$, positivity applied to $u-tv$ gives

$$0\le (u-tv,u-tv)=(u,u)-2t(u,v)+t^2(v,v).$$

If $(v,v)>0$, put $t=(u,v)/(v,v)$. The right-hand side becomes $(u,u)-(u,v)^2/(v,v)$, so $(u,v)^2\le(u,u)(v,v)$. If $(v,v)=0$, then $(u,v)$ must vanish: otherwise $t=((u,u)+1)/(2(u,v))$ would give $0\le-1$. The inequality holds in both cases, and its square root is $|(u,v)|\le Q(u)Q(v)$.

The terms that are kept cancel in the difference between the full and the screened element. Writing $J_a^{S}$ for the element without the terms in $S$,

$$|J_a-J_a^{S}|=\Big|\sum_{b\in S}D_b(r_a,r_b)\Big|\le\sum_{b\in S}|D_b|\,|(r_a,r_b)|\le\sum_{b\in S}Q_aQ_b|D_b|\le\tau|S|.$$

The same argument covers exchange. An element $\sum_{\lambda\sigma}D_{\lambda\sigma}(\mu\lambda|\nu\sigma)$ over real orbitals has terms bounded by $Q_{\mu\lambda}Q_{\nu\sigma}|D_{\lambda\sigma}|$, so dropping $n$ terms with estimates at most $\tau$ costs at most $n\tau$. This variant is not part of the Lean development below.

## Densities, weights and screened sums in Lean

The type `V` holds the densities, and the finite type `ι` labels the pair densities. One label therefore stands for a whole pair of basis functions.

```lean
import Mathlib

open Finset

namespace SchwarzScreening

noncomputable section

variable {V : Type*} [AddCommGroup V] [Module ℝ V]
variable {ι : Type*} [Fintype ι] [DecidableEq ι]
```

The form is a bilinear map `B`, with `B u v` for $(u,v)$. Symmetry and positivity are assumed of it; they are not derived here from the Coulomb integral.

```lean
/-- A repulsion form `(u,v)`: a real bilinear form on charge densities that is symmetric and
positive semidefinite. -/
structure IsRepulsionForm (B : V →ₗ[ℝ] V →ₗ[ℝ] ℝ) : Prop where
  symm : ∀ u v, B u v = B v u
  nonneg : ∀ u, 0 ≤ B u u
```

The Schwarz factor is $Q(u)$.

```lean
/-- The Schwarz factor `Q(u) = sqrt (u,u)` of a density `u`. -/
def schwarzFactor (B : V →ₗ[ℝ] V →ₗ[ℝ] ℝ) (u : V) : ℝ := Real.sqrt (B u u)
```

The full element $J_a$ sums over all labels, with no extra factors. If each unordered pair of basis functions appears once, any factor of two must already be in `D`.

```lean
/-- The Coulomb element `J_a = ∑_b D_b (r_a, r_b)`. -/
def coulomb (B : V →ₗ[ℝ] V →ₗ[ℝ] ℝ) (r : ι → V) (D : ι → ℝ) (a : ι) : ℝ :=
  ∑ b, D b * B (r a) (r b)
```

The screened element sums over the complement `Sᶜ`.

```lean
/-- The Coulomb element `J_a` with the terms `b ∈ S` left out. -/
def coulombDropping (B : V →ₗ[ℝ] V →ₗ[ℝ] ℝ) (r : ι → V) (D : ι → ℝ) (S : Finset ι) (a : ι) : ℝ :=
  ∑ b ∈ Sᶜ, D b * B (r a) (r b)
```

The estimate includes the weight as well as the two Schwarz factors.

```lean
/-- The density-weighted Schwarz estimate `Q_a Q_b |D_b|` of term `b` of `J_a`. -/
def schwarzEstimate (B : V →ₗ[ℝ] V →ₗ[ℝ] ℝ) (r : ι → V) (D : ι → ℝ) (a b : ι) : ℝ :=
  schwarzFactor B (r a) * schwarzFactor B (r b) * |D b|
```

A threshold $\tau$ selects the set of all terms whose estimate does not exceed it.

```lean
/-- The set of all terms of `J_a` whose Schwarz estimate is at most the threshold `τ`. -/
def negligible (B : V →ₗ[ℝ] V →ₗ[ℝ] ℝ) (r : ι → V) (D : ι → ℝ) (τ : ℝ) (a : ι) : Finset ι :=
  Finset.univ.filter (fun b => schwarzEstimate B r D a b ≤ τ)
```

The Coulomb energy is $\tfrac12\sum_aD_aJ_a$.

```lean
/-- The Coulomb energy `(1/2) ∑_a D_a J_a`. -/
def coulombEnergy (B : V →ₗ[ℝ] V →ₗ[ℝ] ℝ) (r : ι → V) (D : ι → ℝ) : ℝ :=
  1 / 2 * ∑ a, D a * coulomb B r D a
```

Its screened version omits ordered pairs, so $(a,b)$ and $(b,a)$ count separately.

```lean
/-- The sum `(1/2) ∑_{(a,b)} D_a D_b (r_a, r_b)` with the ordered pairs in `P` left out. -/
def coulombEnergyDropping (B : V →ₗ[ℝ] V →ₗ[ℝ] ℝ) (r : ι → V) (D : ι → ℝ)
    (P : Finset (ι × ι)) : ℝ :=
  1 / 2 * ∑ p ∈ Pᶜ, D p.1 * D p.2 * B (r p.1) (r p.2)
```

## The Schwarz inequality for a semidefinite form

In `schwarz_sq`, `key` is the nonnegative quadratic in $t$. The proof then splits on whether $(v,v)$ is zero and uses the two values of $t$ chosen above.

```lean
/-- Cauchy-Schwarz inequality for a positive semidefinite symmetric form:
`(u,v)² ≤ (u,u) (v,v)`. -/
theorem schwarz_sq {B : V →ₗ[ℝ] V →ₗ[ℝ] ℝ} (hB : IsRepulsionForm B) (u v : V) :
    (B u v) ^ 2 ≤ B u u * B v v := by
  -- the self-repulsion of `u - t v` is nonnegative for every `t`
  have key : ∀ t : ℝ, 0 ≤ B u u - 2 * t * B u v + t ^ 2 * B v v := by
    intro t
    have h := hB.nonneg (u - t • v)
    simp only [map_sub, map_smul, LinearMap.sub_apply, LinearMap.smul_apply, smul_eq_mul] at h
    rw [hB.symm v u] at h
    nlinarith [h]
  rcases (hB.nonneg v).eq_or_lt with h0 | h0
  · -- degenerate case: a nonnegative affine function of `t` has zero slope
    have hC : B u v = 0 := by
      by_contra hne
      obtain ⟨t, ht⟩ : ∃ t : ℝ, 2 * t * B u v = B u u + 1 :=
        ⟨(B u u + 1) / (2 * B u v), by field_simp⟩
      have h := key t
      rw [← h0, mul_zero, ht] at h
      linarith
    rw [hC, ← h0]
    simp
  · -- evaluate the parabola at its minimum
    have hne : B v v ≠ 0 := h0.ne'
    obtain ⟨t, ht⟩ : ∃ t : ℝ, B u v = t * B v v := ⟨B u v / B v v, by field_simp⟩
    have h := key t
    rw [ht] at h ⊢
    nlinarith [mul_nonneg h h0.le]
```

Taking square roots gives the bound on a single integral.

```lean
/-- Schwarz bound on a repulsion integral: `|(u,v)| ≤ Q(u) Q(v)`. -/
theorem schwarz {B : V →ₗ[ℝ] V →ₗ[ℝ] ℝ} (hB : IsRepulsionForm B) (u v : V) :
    |B u v| ≤ schwarzFactor B u * schwarzFactor B v := by
  unfold schwarzFactor
  rw [← Real.sqrt_mul (hB.nonneg u)]
  exact Real.abs_le_sqrt (schwarz_sq hB u v)
```

The scaling rule $Q(cu)=|c|\,Q(u)$ follows from $(cu,cu)=c^2(u,u)$. It is needed later, for the case of equality.

```lean
/-- Scaling a density by `c` scales its Schwarz factor by `|c|`. -/
theorem schwarzFactor_smul (B : V →ₗ[ℝ] V →ₗ[ℝ] ℝ) (c : ℝ) (u : V) :
    schwarzFactor B (c • u) = |c| * schwarzFactor B u := by
  have h : B (c • u) (c • u) = c ^ 2 * B u u := by
    simp only [map_smul, LinearMap.smul_apply, smul_eq_mul]
    ring
  unfold schwarzFactor
  rw [h, Real.sqrt_mul (sq_nonneg c), Real.sqrt_sq_eq_abs]
```

## The error in one Coulomb element

Splitting the full sum into `S` and its complement identifies the error with the dropped terms.

```lean
/-- The full element `J_a` minus the element without the terms in `S` is the sum of the dropped
terms. -/
theorem coulomb_sub_coulombDropping (B : V →ₗ[ℝ] V →ₗ[ℝ] ℝ) (r : ι → V) (D : ι → ℝ)
    (S : Finset ι) (a : ι) :
    coulomb B r D a - coulombDropping B r D S a = ∑ b ∈ S, D b * B (r a) (r b) := by
  have h := Finset.sum_add_sum_compl S (fun b => D b * B (r a) (r b))
  unfold coulomb coulombDropping
  linarith
```

The triangle inequality and `schwarz` then bound it by the sum of the estimates.

```lean
/-- The change of `J_a` on dropping `S` is at most the sum of the Schwarz estimates over `S`. -/
theorem error_le_sum_estimates {B : V →ₗ[ℝ] V →ₗ[ℝ] ℝ} (hB : IsRepulsionForm B)
    (r : ι → V) (D : ι → ℝ) (S : Finset ι) (a : ι) :
    |coulomb B r D a - coulombDropping B r D S a| ≤ ∑ b ∈ S, schwarzEstimate B r D a b := by
  rw [coulomb_sub_coulombDropping]
  refine (Finset.abs_sum_le_sum_abs _ _).trans (Finset.sum_le_sum fun b _ => ?_)
  unfold schwarzEstimate
  calc |D b * B (r a) (r b)| = |B (r a) (r b)| * |D b| := by rw [abs_mul, mul_comm]
    _ ≤ schwarzFactor B (r a) * schwarzFactor B (r b) * |D b| :=
      mul_le_mul_of_nonneg_right (schwarz hB _ _) (abs_nonneg _)
```

The main theorem replaces each estimate by $\tau$. It places no sign condition on $\tau$: estimates are nonnegative, so a negative threshold forces $S$ to be empty, and both sides are zero.

```lean
/-- Schwarz screening: dropping from `J_a` a set `S` of terms, each with
`Q_a Q_b |D_b| ≤ τ`, changes `J_a` by at most `τ` times the number of terms in `S`. -/
theorem screening_error {B : V →ₗ[ℝ] V →ₗ[ℝ] ℝ} (hB : IsRepulsionForm B)
    (r : ι → V) (D : ι → ℝ) (S : Finset ι) (a : ι) (τ : ℝ)
    (hS : ∀ b ∈ S, schwarzEstimate B r D a b ≤ τ) :
    |coulomb B r D a - coulombDropping B r D S a| ≤ τ * (S.card : ℝ) := by
  calc |coulomb B r D a - coulombDropping B r D S a|
      ≤ ∑ b ∈ S, schwarzEstimate B r D a b := error_le_sum_estimates hB r D S a
    _ ≤ ∑ _b ∈ S, τ := Finset.sum_le_sum hS
    _ = τ * (S.card : ℝ) := by rw [Finset.sum_const, nsmul_eq_mul, mul_comm]
```

If all terms at or below the threshold are dropped, their number is at most the total number $N$ of pair densities, and the error is at most $\tau N$. Here $\tau\ge0$ is required, because enlarging the count must not lower the bound.

```lean
/-- Dropping every term whose Schwarz estimate is at most `τ ≥ 0` changes `J_a` by at most
`τ` times the total number of pair densities. -/
theorem threshold_error {B : V →ₗ[ℝ] V →ₗ[ℝ] ℝ} (hB : IsRepulsionForm B)
    (r : ι → V) (D : ι → ℝ) (a : ι) (τ : ℝ) (hτ : 0 ≤ τ) :
    |coulomb B r D a - coulombDropping B r D (negligible B r D τ a) a|
      ≤ τ * (Fintype.card ι : ℝ) := by
  have h := screening_error hB r D (negligible B r D τ a) a τ (fun b hb => by
    unfold negligible at hb
    exact (Finset.mem_filter.mp hb).2)
  have hc : ((negligible B r D τ a).card : ℝ) ≤ (Fintype.card ι : ℝ) := by
    exact_mod_cast Finset.card_le_univ _
  exact h.trans (mul_le_mul_of_nonneg_left hc hτ)
```

Bilinearity also allows the dropped terms to be collected before the inequality is applied:

$$\sum_{b\in S}D_b(r_a,r_b)=\Big(r_a,\sum_{b\in S}D_br_b\Big).$$

The error is therefore at most $Q_a\,Q\big(\sum_{b\in S}D_br_b\big)$, which retains cancellation among the dropped densities.

```lean
/-- The change of `J_a` on dropping `S` is at most `Q_a` times the Schwarz factor of the
total dropped density `∑_{b ∈ S} D_b r_b`. -/
theorem error_le_dropped_density {B : V →ₗ[ℝ] V →ₗ[ℝ] ℝ} (hB : IsRepulsionForm B)
    (r : ι → V) (D : ι → ℝ) (S : Finset ι) (a : ι) :
    |coulomb B r D a - coulombDropping B r D S a|
      ≤ schwarzFactor B (r a) * schwarzFactor B (∑ b ∈ S, D b • r b) := by
  -- the dropped terms are one integral between `r a` and the dropped density
  have h : ∑ b ∈ S, D b * B (r a) (r b) = B (r a) (∑ b ∈ S, D b • r b) := by
    simp only [map_sum, map_smul, smul_eq_mul]
  rw [coulomb_sub_coulombDropping, h]
  exact schwarz hB _ _
```

## The error in the Coulomb energy

Written over ordered pairs, the energy is $\tfrac12\sum_{a,b}D_aD_b(r_a,r_b)$. Let $P$ be a set of pairs with $Q_aQ_b|D_a||D_b|\le\tau$. Each dropped product $D_aD_b(r_a,r_b)$ is at most $\tau$ in magnitude, so the energy changes by at most $\tau|P|/2$. In the proof, `hE` rewrites the energy, `hdiff` isolates the dropped pairs, and `hterm` and `hsum` supply the two bounds.

```lean
/-- Dropping from the Coulomb energy a set `P` of ordered pairs, each with
`Q_a Q_b |D_a| |D_b| ≤ τ`, changes it by at most `τ / 2` times the number of pairs in `P`. -/
theorem energy_screening_error {B : V →ₗ[ℝ] V →ₗ[ℝ] ℝ} (hB : IsRepulsionForm B)
    (r : ι → V) (D : ι → ℝ) (P : Finset (ι × ι)) (τ : ℝ)
    (hP : ∀ p ∈ P,
      schwarzFactor B (r p.1) * schwarzFactor B (r p.2) * (|D p.1| * |D p.2|) ≤ τ) :
    |coulombEnergy B r D - coulombEnergyDropping B r D P| ≤ τ / 2 * (P.card : ℝ) := by
  -- the energy as a sum over ordered pairs
  have hE : coulombEnergy B r D
      = 1 / 2 * ∑ p : ι × ι, D p.1 * D p.2 * B (r p.1) (r p.2) := by
    simp only [coulombEnergy, coulomb, Fintype.sum_prod_type, Finset.mul_sum, mul_assoc]
  have hdiff : coulombEnergy B r D - coulombEnergyDropping B r D P
      = 1 / 2 * ∑ p ∈ P, D p.1 * D p.2 * B (r p.1) (r p.2) := by
    have h := Finset.sum_add_sum_compl P
      (fun p : ι × ι => D p.1 * D p.2 * B (r p.1) (r p.2))
    rw [hE]
    unfold coulombEnergyDropping
    linarith
  -- every dropped pair contributes at most `τ`
  have hterm : ∀ p ∈ P, |D p.1 * D p.2 * B (r p.1) (r p.2)| ≤ τ := by
    intro p hp
    calc |D p.1 * D p.2 * B (r p.1) (r p.2)|
        = |B (r p.1) (r p.2)| * (|D p.1| * |D p.2|) := by
          rw [abs_mul, abs_mul]
          ring
      _ ≤ schwarzFactor B (r p.1) * schwarzFactor B (r p.2) * (|D p.1| * |D p.2|) :=
          mul_le_mul_of_nonneg_right (schwarz hB _ _)
            (mul_nonneg (abs_nonneg _) (abs_nonneg _))
      _ ≤ τ := hP p hp
  have hsum : |∑ p ∈ P, D p.1 * D p.2 * B (r p.1) (r p.2)| ≤ τ * (P.card : ℝ) := by
    calc |∑ p ∈ P, D p.1 * D p.2 * B (r p.1) (r p.2)|
        ≤ ∑ p ∈ P, |D p.1 * D p.2 * B (r p.1) (r p.2)| := Finset.abs_sum_le_sum_abs _ _
      _ ≤ ∑ _p ∈ P, τ := Finset.sum_le_sum hterm
      _ = τ * (P.card : ℝ) := by rw [Finset.sum_const, nsmul_eq_mul, mul_comm]
  rw [hdiff, abs_mul, abs_of_pos (by norm_num : (0 : ℝ) < 1 / 2)]
  linarith
```

## Equality, and a form without positivity

The bound $\tau|S|$ can be reached. Suppose that every dropped density is $r_b=c_br_a$, with $D_bc_b\ge0$ and estimate exactly $\tau$. Then

$$D_b(r_a,r_b)=D_bc_b\,Q_a^2=|D_b|\,|c_b|\,Q_a^2=Q_aQ_b|D_b|=\tau,$$

and the dropped terms add up to $\tau|S|$ without cancellation. The lemma `hterm` carries out this computation for each term.

```lean
/-- If every dropped density is `r_b = c_b r_a` with `D_b c_b ≥ 0` and Schwarz estimate equal
to `τ`, then `J_a` changes by exactly `τ` times the number of dropped terms. -/
theorem screening_error_attained {B : V →ₗ[ℝ] V →ₗ[ℝ] ℝ} (hB : IsRepulsionForm B)
    (r : ι → V) (D c : ι → ℝ) (S : Finset ι) (a : ι) (τ : ℝ)
    (hr : ∀ b ∈ S, r b = c b • r a) (hc : ∀ b ∈ S, 0 ≤ D b * c b)
    (hτ : ∀ b ∈ S, schwarzEstimate B r D a b = τ) :
    coulomb B r D a - coulombDropping B r D S a = τ * (S.card : ℝ) := by
  -- each dropped term equals its estimate
  have hterm : ∀ b ∈ S, D b * B (r a) (r b) = τ := by
    intro b hb
    have hq : schwarzFactor B (r b) = |c b| * schwarzFactor B (r a) := by
      rw [hr b hb, schwarzFactor_smul]
    have hs : schwarzFactor B (r a) * schwarzFactor B (r a) = B (r a) (r a) :=
      Real.mul_self_sqrt (hB.nonneg _)
    have habs : |D b| * |c b| = D b * c b := by
      rw [← abs_mul, abs_of_nonneg (hc b hb)]
    have hv : B (r a) (r b) = c b * B (r a) (r a) := by
      rw [hr b hb, map_smul, smul_eq_mul]
    rw [← hτ b hb]
    unfold schwarzEstimate
    rw [hq, hv, ← hs]
    linear_combination (-(schwarzFactor B (r a) * schwarzFactor B (r a))) * habs
  rw [coulomb_sub_coulombDropping, Finset.sum_congr rfl hterm, Finset.sum_const, nsmul_eq_mul,
    mul_comm]
```

A two-site model makes the role of positivity concrete. For charges $u=(u_1,u_2)$ and $v=(v_1,v_2)$, let

$$(u,v)=u_1v_1+u_2v_2+s(u_1v_2+u_2v_1),$$

where $s$ is the coupling between the sites.

```lean
/-- A two-site form with unit on-site repulsion and inter-site coupling `s`. -/
def twoSiteForm (s : ℝ) : (ℝ × ℝ) →ₗ[ℝ] (ℝ × ℝ) →ₗ[ℝ] ℝ :=
  LinearMap.mk₂ ℝ (fun u v : ℝ × ℝ => u.1 * v.1 + u.2 * v.2 + s * (u.1 * v.2 + u.2 * v.1))
    (by intros; simp only [Prod.fst_add, Prod.snd_add]; ring)
    (by intros; simp only [Prod.smul_fst, Prod.smul_snd, smul_eq_mul]; ring)
    (by intros; simp only [Prod.fst_add, Prod.snd_add]; ring)
    (by intros; simp only [Prod.smul_fst, Prod.smul_snd, smul_eq_mul]; ring)
```

The two densities, labelled $0$ and $1$, are unit charges on the first and the second site.

```lean
/-- Two densities, a unit charge on the first site and a unit charge on the second. -/
def siteDensity : Fin 2 → ℝ × ℝ := ![(1, 0), (0, 1)]
```

The self-repulsion can be written as

$$(u,u)=\tfrac{1+s}{2}(u_1+u_2)^2+\tfrac{1-s}{2}(u_1-u_2)^2,$$

which is nonnegative for $|s|\le1$. With weights $(1,d)$, the inter-site term of $J_0$ has estimate $|d|$ and actual value $ds$, in agreement with the bound.

```lean
/-- For `|s| ≤ 1` the two-site form is a repulsion form; with weights `(1, d)` the inter-site term
of `J_0` has Schwarz estimate `|d|`, and the full `J_0` minus `J_0` without that term is `d s`. -/
theorem screening_witness (s d : ℝ) (hs : |s| ≤ 1) :
    IsRepulsionForm (twoSiteForm s) ∧
    schwarzEstimate (twoSiteForm s) siteDensity ![1, d] 0 1 = |d| ∧
    coulomb (twoSiteForm s) siteDensity ![1, d] 0
      - coulombDropping (twoSiteForm s) siteDensity ![1, d] ({1} : Finset (Fin 2)) 0
      = d * s := by
  obtain ⟨h1, h2⟩ := abs_le.mp hs
  refine ⟨⟨fun u v => ?_, fun u => ?_⟩, ?_, ?_⟩
  · simp only [twoSiteForm, LinearMap.mk₂_apply]
    ring
  · simp only [twoSiteForm, LinearMap.mk₂_apply]
    have hp : 0 ≤ 1 + s := by linarith
    have hm : 0 ≤ 1 - s := by linarith
    nlinarith [mul_nonneg hp (sq_nonneg (u.1 + u.2)), mul_nonneg hm (sq_nonneg (u.1 - u.2))]
  · simp [schwarzEstimate, schwarzFactor, twoSiteForm, siteDensity]
  · rw [coulomb_sub_coulombDropping]
    simp [twoSiteForm, siteDensity]
```

At $s=2$ the form is still symmetric, but the charge $(1,-1)$ has self-repulsion $-2$. With unit weights, the inter-site term has estimate $1$, yet dropping it changes $J_0$ by $2$. Symmetry alone is therefore not enough for the screening bound.

```lean
/-- The two-site form with coupling `2` is symmetric; with unit weights the inter-site term of
`J_0` has Schwarz estimate `1`, while dropping this single term changes `J_0` by `2`. -/
theorem screening_fails_without_positivity :
    (∀ u v, twoSiteForm 2 u v = twoSiteForm 2 v u) ∧
    schwarzEstimate (twoSiteForm 2) siteDensity ![1, 1] 0 1 = 1 ∧
    coulomb (twoSiteForm 2) siteDensity ![1, 1] 0
      - coulombDropping (twoSiteForm 2) siteDensity ![1, 1] ({1} : Finset (Fin 2)) 0 = 2 := by
  refine ⟨fun u v => ?_, ?_, ?_⟩
  · simp only [twoSiteForm, LinearMap.mk₂_apply]
    ring
  · simp [schwarzEstimate, schwarzFactor, twoSiteForm, siteDensity]
  · rw [coulomb_sub_coulombDropping]
    simp [twoSiteForm, siteDensity]

end

end SchwarzScreening
```

```lean
#print axioms SchwarzScreening.screening_error
#print axioms SchwarzScreening.threshold_error
#print axioms SchwarzScreening.screening_error_attained
#print axioms SchwarzScreening.screening_fails_without_positivity
```

```
'SchwarzScreening.screening_error' depends on axioms: [propext, Classical.choice, Quot.sound]
'SchwarzScreening.threshold_error' depends on axioms: [propext, Classical.choice, Quot.sound]
'SchwarzScreening.screening_error_attained' depends on axioms: [propext, Classical.choice, Quot.sound]
'SchwarzScreening.screening_fails_without_positivity' depends on axioms: [propext, Classical.choice, Quot.sound]
```
